# Facet normals of a bounded Wulff polyhedron combine with strictly positive coefficients to give any vector

The Wulff polyhedron of a crystal is the set of points x with ⟨nᵢ, x⟩ ≤ γᵢ for every facet i, where nᵢ is the facet normal and γᵢ the facet energy. The lemma says that if there are finitely many facets, all γᵢ are positive and the polyhedron is bounded, then every vector v of the finite-dimensional real inner product space is a sum ∑ aᵢnᵢ with every aᵢ > 0. The normals need not have unit length. The proof minimises f(x) = ∑ exp⟨nᵢ, x⟩ − ⟨v, x⟩, which has a minimiser because the exponentials outgrow the linear term far from the origin. At a minimiser the derivative of f vanishes, and this gives the required combination with aᵢ = exp⟨nᵢ, x⟩.

This version doesn't compile in Lean 4 with Mathlib:

```lean
import Mathlib

open Module

namespace ExistsPosCombination

variable {E : Type*} [NormedAddCommGroup E] [InnerProductSpace ℝ E]
variable {ι : Type*} [Fintype ι]

/-- The Wulff polyhedron: all points `x` with `⟨n i, x⟩ ≤ γ i` for every facet `i`. -/
def wulff (n : ι → E) (γ : ι → ℝ) : Set E :=
  {x | ∀ i, inner ℝ (n i) x ≤ γ i}

/-- For positive facet energies and a bounded Wulff polyhedron there is a constant `c > 0` such that
every nonzero `x` has an inner product larger than `c ‖x‖` with some facet normal. -/
theorem exists_uniform_slope {n : ι → E} {γ : ι → ℝ} (hγ : ∀ i, 0 < γ i)
    (hb : Bornology.IsBounded (wulff n γ)) :
    ∃ c : ℝ, 0 < c ∧ ∀ x : E, x ≠ 0 → ∃ i, c * ‖x‖ < inner ℝ (n i) x := by
  obtain ⟨R, hR0, hR⟩ := hb.exists_pos_norm_le
  -- a positive lower bound of the facet energies
  obtain ⟨g, hg0, hg⟩ : ∃ g : ℝ, 0 < g ∧ ∀ i, g ≤ γ i := by
    rcases isEmpty_or_nonempty ι with hι | hι
    · exact ⟨1, one_pos, fun i => hι.elim i⟩
    · obtain ⟨j, hj⟩ := Finite.exists_min γ
      exact ⟨γ j, hγ j, hj⟩
  refine ⟨g / (2 * R), by positivity, fun x hx0 => ?_⟩
  have hx : 0 < ‖x‖ := norm_pos_iff.2 hx0
  have hs : 0 < 2 * R / ‖x‖ := by positivity
  -- stretched to length 2R, the vector leaves the polyhedron
  have hy : (2 * R / ‖x‖) • x ∉ wulff n γ := by
    intro h
    have h' := hR _ h
    rw [norm_smul, Real.norm_of_nonneg hs.le, div_mul_cancel₀ _ hx.ne'] at h'
    linarith
  simp only [wulff, Set.mem_ofPred_eq, not_forall, not_le] at hy
  obtain ⟨i, hi⟩ := hy
  refine ⟨i, ?_⟩
  rw [real_inner_smul_right] at hi
  have h := (hg i).trans_lt hi
  rw [div_mul_eq_mul_div, lt_div_iff₀ hx] at h
  rw [div_mul_eq_mul_div, div_lt_iff₀ (by positivity)]
  linarith

/-- For positive facet energies and a bounded Wulff polyhedron, every vector is a combination of
the facet normals with strictly positive coefficients. -/
theorem exists_pos_combination [FiniteDimensional ℝ E] {n : ι → E} {γ : ι → ℝ}
    (hγ : ∀ i, 0 < γ i) (hb : Bornology.IsBounded (wulff n γ)) (v : E) :
    ∃ a : ι → ℝ, (∀ i, 0 < a i) ∧ ∑ i, a i • n i = v := by
  obtain ⟨c, hc, hslope⟩ := exists_uniform_slope hγ hb
  let f : E → ℝ := fun x => ∑ i, Real.exp (inner ℝ (n i) x) - inner ℝ v x
  have hf : Continuous f := by fun_prop
  have hf0 : f 0 = (Fintype.card ι : ℝ) := by simp [f]
  have hN : (0 : ℝ) ≤ (Fintype.card ι : ℝ) := Nat.cast_nonneg _
  -- far from the origin the exponential beats the linear term, so f has a minimiser
  obtain ⟨x, hx⟩ : ∃ x, ∀ y, f x ≤ f y := by
    refine hf.exists_forall_le' 0 ?_
    filter_upwards [(isCompact_closedBall (0 : E)
      (1 + 2 * (‖v‖ + Fintype.card ι) / c ^ 2)).compl_mem_cocompact] with y hy
    rw [Set.mem_compl_iff, mem_closedBall_zero_iff, not_le] at hy
    have hq : 0 ≤ 2 * (‖v‖ + Fintype.card ι) / c ^ 2 := by positivity
    have hr : 1 ≤ ‖y‖ := by linarith
    have hk : 2 * (‖v‖ + Fintype.card ι) / c ^ 2 < ‖y‖ := by linarith
    rw [div_lt_iff₀ (by positivity)] at hk
    obtain ⟨i, hi⟩ := hslope y (norm_pos_iff.1 (by linarith))
    have h1 := Finset.single_le_sum (f := fun j => Real.exp (inner ℝ (n j) y))
      (fun j _ => (Real.exp_pos _).le) (Finset.mem_univ i)
    have h2 := Real.exp_le_exp.2 hi.le
    have hcy : 0 ≤ c * ‖y‖ := by positivity
    have h3 := Real.quadratic_le_exp_of_nonneg hcy
    have h4 := real_inner_le_norm v y
    have h5 := mul_le_mul_of_nonneg_left hk.le (norm_nonneg y)
    have h6 := le_mul_of_one_le_left hN hr
    rw [hf0]
    change _ ≤ ∑ j, Real.exp (inner ℝ (n j) y) - inner ℝ v y
    dsimp only at h1
    nlinarith
  refine ⟨fun i => Real.exp (inner ℝ (n i) x), fun i => Real.exp_pos _, ?_⟩
  -- stationarity along the residual w forces w = 0
  set w : E := ∑ i, Real.exp (inner ℝ (n i) x) • n i - v with hw
  have hlin : ∀ a b : ℝ, HasDerivAt (fun t : ℝ => a + t * b) b 0 := fun a b =>
    (((hasDerivAt_id' (0 : ℝ)).mul_const b).const_add a).congr_deriv (one_mul b)
  have hder := (HasDerivAt.fun_sum (u := Finset.univ) fun i _ =>
    (hlin (inner ℝ (n i) x) (inner ℝ (n i) w)).exp).fun_sub
      (hlin (inner ℝ v x) (inner ℝ v w))
  have hmin : IsLocalMin (fun t : ℝ =>
      ∑ i, Real.exp (inner ℝ (n i) x + t * inner ℝ (n i) w)
        - (inner ℝ v x + t * inner ℝ v w)) 0 := by
    refine Filter.Eventually.of_forall fun t => ?_
    have h := hx (x + t • w)
    simp only [f, inner_add_right, real_inner_smul_right] at h
    simpa only [zero_mul, add_zero] using h
  have hzero := hmin.hasDerivAt_eq_zero hder
  simp only [zero_mul, add_zero] at hzero
  have hww : inner ℝ w w = (0 : ℝ) := by
    conv_lhs => arg 2; rw [hw]
    rw [inner_sub_left, sum_inner]
    simpa only [real_inner_smul_left] using hzero
  exact sub_eq_zero.1 (inner_self_eq_zero.1 hww)

end ExistsPosCombination
```

The error:

```
Main.lean:75:4: error: `dsimp` made no progress
```

Diagnosis. The error concerns a simplification step, not the mathematics. The hypothesis `h1` comes from `Finset.single_le_sum` with the function `fun j => Real.exp (inner ℝ (n j) y)` supplied explicitly. It says that one exponential is at most the sum of them all. The line `dsimp only at h1` would serve to clear away any unevaluated application of that function to `i`, so that the term reads `Real.exp (inner ℝ (n i) y)`. But Lean had already carried out this reduction when it formed the type of `h1`. With no lemmas supplied, `dsimp only` found nothing left to reduce, and it reports an error when it changes nothing.

The repair deletes the line and leaves a blank one in its place. `h1` is the same as before, and `nlinarith` can use it as it stands to finish the estimate.

After these edits no error is left:

```diff
@@ -73,5 +73,5 @@
     rw [hf0]
     change _ ≤ ∑ j, Real.exp (inner ℝ (n j) y) - inner ℝ v y
-    dsimp only at h1
+
     nlinarith
   refine ⟨fun i => Real.exp (inner ℝ (n i) x), fun i => Real.exp_pos _, ?_⟩
```
